# Vacuum moments of a single mode's normal-ordered squared field count pairings without self-contraction

Take two vertices with two legs each. Four legs can be paired in three ways. One of these joins each vertex to itself, and the other two join the vertices to each other.

The number 2 also comes out of operator algebra. Let $a$ and $b$ satisfy $ab-ba=1$, and let $\omega$ be a linear functional with $\omega(1)=1$ and $\omega(xa)=\omega(bx)=0$ for every $x$. Put $W=(a+b)^2-1=a^2+2ba+b^2$. In $\omega(WW)$, every term that starts with $b$ or ends with $a$ vanishes, which leaves

$$\omega(W^2)=\omega(a^2b^2)=\omega(ab^2a)+2\,\omega(ab)=2\,\omega(ba+1)=2.$$

For general $n$, the moments $t_n=\omega(W^n)$ satisfy

$$t_0=1,\qquad t_1=0,\qquad t_{n+2}=2(n+1)(t_{n+1}+t_n),$$

and $t_n$ is the number of complete pairings of the legs of $n$ such vertices in which no vertex is joined to itself.

In Lean 4 with Mathlib:

```lean
import Mathlib

open Finset
open scoped Polynomial

namespace WickDiagramCounting
```

## The mode and its vacuum

In quantum mechanics $b$ is the creation operator $a^\dagger$ and $\omega(x)=\langle 0|x|0\rangle$. The rule `annihilate` expresses $a|0\rangle=0$, and `create` expresses $\langle 0|b=0$. The commutator `ccr` fixes the normalisation in which each contraction equals 1. The structure requires no adjoint and no positivity, and its scalars `K` may be any commutative ring, the rationals included.

```lean
/-- A bosonic mode with annihilator `a`, creator `b` and normalised vacuum functional `ω`. -/
structure IsVacuum {K A : Type*} [CommRing K] [Ring A] [Algebra K A]
    (a b : A) (ω : A →ₗ[K] K) : Prop where
  ccr : a * b - b * a = 1
  norm_one : ω 1 = 1
  annihilate : ∀ x, ω (x * a) = 0
  create : ∀ x, ω (b * x) = 0
```

The vertex is $W$. For a harmonic oscillator with dimensionless position $q=(a+a^\dagger)/\sqrt2$ it is $2q^2-1$, so the $t_n$ are ground-state moments of a quadratic observable of one mode at one time. Propagators that depend on time or momentum do not enter.

```lean
/-- The two-leg vertex: the squared field minus one. -/
def vertex {A : Type*} [Ring A] (a b : A) : A := (a + b) ^ 2 - 1
```

## Pairings as permutations

A leg is a pair consisting of a vertex label in `ι` and a Boolean that tells the two legs of that vertex apart. A set $T$ of complete vertices therefore has $2|T|$ legs.

```lean
/-- The legs of the vertices in `T`, two for each vertex. -/
def legs {ι : Type*} (T : Finset ι) : Finset (ι × Bool) := T ×ˢ univ
```

A diagram on a set $S$ of legs is a permutation $\sigma$ with $\sigma(\sigma(x))=x$ that sends each leg in $S$ to a leg of a different vertex and fixes every leg outside $S$. Legs and vertices are labelled, disconnected diagrams are included, and nothing is divided by a symmetry factor. For empty $S$ the identity is the only diagram.

```lean
/-- Complete pairings of the legs in `S` without self-contraction: involutions that join
legs of different vertices and fix every leg outside `S`. -/
def diagrams {ι : Type*} [Fintype ι] [DecidableEq ι] (S : Finset (ι × Bool)) :
    Finset (Equiv.Perm (ι × Bool)) :=
  {σ | (∀ x, σ (σ x) = x) ∧ (∀ x ∈ S, (σ x).1 ≠ x.1) ∧ ∀ x ∉ S, σ x = x}
```

The numbers $c_n$, written `loopCount n`, are defined by the recurrence alone. They link two independent calculations, one with operators and one with diagrams.

```lean
/-- The sequence with initial values 1 and 0 generated by the two-term recurrence. -/
def loopCount : ℕ → ℕ
  | 0 => 1
  | 1 => 0
  | n + 2 => 2 * (n + 1) * (loopCount (n + 1) + loopCount n)
```

## Moving the annihilator through the vertices

Expanding the square and replacing $ab$ by $ba+1$ gives

$$(a+b)^2-1=a^2+ab+ba+b^2-1=a^2+2ba+b^2.$$

All creators now stand to the left, so subtracting 1 has removed the contraction of a vertex with itself. `linear_combination` applies the commutator, and `noncomm_ring` handles the noncommutative expansion.

```lean
section Operators

variable {K A : Type*} [CommRing K] [Ring A] [Algebra K A] {a b : A} {ω : A →ₗ[K] K}

/-- For `ab - ba = 1` the vertex is the normal-ordered square of the field. -/
theorem vertex_normal_ordered (h : a * b - b * a = 1) :
    vertex a b = a ^ 2 + 2 * (b * a) + b ^ 2 := by
  unfold vertex
  linear_combination (norm := noncomm_ring) h
```

Write $f=a+b$. Then $af=fa+1$, hence $af^2=f^2a+2f$ and $aW=Wa+2f$. Since $f$ commutes with $W$, induction on $n$ yields

$$aW^{n+1}=W^{n+1}a+2(n+1)fW^n.$$

For the step from $k$ to $k+1$, multiply the identity for $W^{k+1}$ on the right by $W$:

$$aW^{k+2}=W^{k+1}(aW)+2(k+1)fW^{k+1}=W^{k+2}a+2(k+2)fW^{k+1}.$$

The `calc` block follows this line. The factor $2(n+1)$ is the number of legs that the annihilator can meet.

```lean
variable (K) in
/-- For `ab - ba = 1`, moving the annihilator through `n + 1` vertices
contracts it with any of their `2(n + 1)` legs. -/
theorem annihilator_mul_pow (h : a * b - b * a = 1) (n : ℕ) :
    a * vertex a b ^ (n + 1) = vertex a b ^ (n + 1) * a +
      (2 * ((n : K) + 1)) • ((a + b) * vertex a b ^ n) := by
  have haf : a * (a + b) = (a + b) * a + 1 := by
    linear_combination (norm := noncomm_ring) h
  unfold vertex
  generalize a + b = f at haf ⊢
  have hW : a * (f ^ 2 - 1) = (f ^ 2 - 1) * a + (2 : K) • f := by
    rw [two_smul]
    linear_combination (norm := noncomm_ring) haf * f + f * haf
  have hc : Commute f (f ^ 2 - 1) :=
    ((Commute.refl f).pow_right 2).sub_right (Commute.one_right f)
  generalize f ^ 2 - 1 = W at hW hc ⊢
  induction n with
  | zero => simpa using hW
  | succ k ih =>
    calc a * W ^ (k + 1 + 1) = (a * W ^ (k + 1)) * W := by rw [pow_succ _ (k + 1), mul_assoc]
      _ = W ^ (k + 1) * (a * W) + (2 * ((k : K) + 1)) • (f * W ^ (k + 1)) := by
        rw [ih, add_mul, smul_mul_assoc, mul_assoc, mul_assoc f, ← pow_succ]
      _ = _ := by
        rw [hW, mul_add, mul_smul_comm, ← (hc.pow_right (k + 1)).eq, ← mul_assoc, ← pow_succ]
        push_cast
        module
```

## The recurrence for the moments

For any $X$,

$$f^2X=bfX+afX=bfX+faX+X.$$

The first term vanishes under $\omega$, so $\omega(f^2X)=\omega(faX)+\omega(X)$; this is `key`. Subtracting $\omega(X)$ gives $\omega(WX)=\omega(faX)$. With $X=1$ this is $t_1=\omega(fa)=0$. With $X=W^{n+1}$,

$$t_{n+2}=\omega(fW^{n+1}a)+2(n+1)\,\omega(f^2W^n)=2(n+1)(t_{n+1}+t_n),$$

because the first term ends in $a$ and $f^2W^n=W^{n+1}+W^n$. In the code, `e2` is this last identity, and `e3` is the operator identity for $faW^{n+1}$ to which $\omega$ is then applied.

```lean
/-- The vacuum moments `t n` of the vertex start with 1 and 0 and obey
`t (n+2) = 2 (n+1) (t (n+1) + t n)`. -/
theorem vacuum_recurrence (h : IsVacuum a b ω) :
    ω (vertex a b ^ 0) = 1 ∧ ω (vertex a b ^ 1) = 0 ∧ ∀ n : ℕ, ω (vertex a b ^ (n + 2)) =
      2 * ((n : K) + 1) * (ω (vertex a b ^ (n + 1)) + ω (vertex a b ^ n)) := by
  have hv : ∀ X, vertex a b * X = (a + b) ^ 2 * X - X := fun X => by
    rw [vertex, sub_mul, one_mul]
  -- contract the leftmost field
  have key : ∀ X, ω ((a + b) ^ 2 * X) = ω ((a + b) * (a * X)) + ω X := by
    intro X
    have e : (a + b) ^ 2 * X = b * ((a + b) * X) + (a + b) * (a * X) + X := by
      linear_combination (norm := noncomm_ring) h.ccr * X
    rw [e, map_add, map_add, h.create, zero_add]
  refine ⟨by rw [pow_zero, h.norm_one], ?_, fun n => ?_⟩
  · rw [pow_one, ← mul_one (vertex a b), hv, map_sub, key, mul_one, h.annihilate]
    simp
  · have e2 : (a + b) * ((a + b) * vertex a b ^ n) =
        vertex a b ^ (n + 1) + vertex a b ^ n := by
      rw [pow_succ', hv, sub_add_cancel, sq, mul_assoc]
    have e3 : (a + b) * (a * vertex a b ^ (n + 1)) = (a + b) * vertex a b ^ (n + 1) * a +
        (2 * ((n : K) + 1)) • (vertex a b ^ (n + 1) + vertex a b ^ n) := by
      rw [annihilator_mul_pow K h.ccr n, mul_add, mul_smul_comm, e2, mul_assoc]
    rw [pow_succ' (vertex a b) (n + 1), hv, map_sub, key, e3, map_add, h.annihilate,
      map_smul, smul_eq_mul, map_add]
    ring

end Operators
```

## Fixing one contraction

Let $D(S)$ be the number of diagrams on $S$, and let $x,y\in S$ belong to different vertices. If $\sigma$ exchanges $x$ and $y$, then multiplying it by the transposition $(x\,y)$ gives a permutation that fixes both legs and agrees with $\sigma$ elsewhere. The same multiplication restores the contraction. Hence the diagrams with $\sigma(x)=y$ number $D(S\setminus\{x,y\})$.

In the code, `key` shows that the product is still an involution and is unchanged away from $x$ and $y$. `card_bij'` then takes multiplication by the transposition as the map in both directions.

```lean
section Diagrams

variable {ι : Type*} [Fintype ι] [DecidableEq ι] {S : Finset (ι × Bool)} {x y : ι × Bool}

/-- Diagrams with a prescribed contraction between legs of different vertices in `S`
are as many as the diagrams on the remaining legs. -/
theorem card_contract (hx : x ∈ S) (hy : y ∈ S) (hxy : x.1 ≠ y.1) :
    ((diagrams S).filter fun σ => σ x = y).card = (diagrams ((S.erase x).erase y)).card := by
  -- multiplying by the transposition of x and y adds or removes the contraction
  have key : ∀ σ : Equiv.Perm (ι × Bool), (∀ z, σ (σ z) = z) →
      (σ x = x ∧ σ y = y ∨ σ x = y ∧ σ y = x) →
      (∀ z, (Equiv.swap x y * σ) ((Equiv.swap x y * σ) z) = z) ∧
      ∀ z, z ≠ x → z ≠ y → (Equiv.swap x y * σ) z = σ z := by
    intro σ h1 h
    have hn : ∀ z, z ≠ x → z ≠ y → σ z ≠ x ∧ σ z ≠ y := by
      intro z p q
      have h2 := h1 z
      constructor <;> intro e <;> rw [e] at h2
      · rcases h with ⟨h, _⟩ | ⟨h, _⟩
        exacts [p (h2.symm.trans h), q (h2.symm.trans h)]
      · rcases h with ⟨_, h⟩ | ⟨_, h⟩
        exacts [q (h2.symm.trans h), p (h2.symm.trans h)]
    have uz : ∀ z, z ≠ x → z ≠ y → (Equiv.swap x y * σ) z = σ z := fun z p q =>
      Equiv.swap_apply_of_ne_of_ne (hn z p q).1 (hn z p q).2
    refine ⟨fun z => ?_, uz⟩
    by_cases p : z = x
    · rcases h with h | h <;> simp [p, h]
    by_cases q : z = y
    · rcases h with h | h <;> simp [q, h]
    rw [uz z p q, uz _ (hn z p q).1 (hn z p q).2, h1]
  refine card_bij' (fun σ _ => Equiv.swap x y * σ) (fun σ _ => Equiv.swap x y * σ) ?_ ?_
    (fun σ _ => Equiv.swap_mul_self_mul x y σ) (fun σ _ => Equiv.swap_mul_self_mul x y σ)
  · intro σ hσ
    simp only [diagrams, mem_filter, mem_univ, true_and, mem_erase] at hσ ⊢
    obtain ⟨⟨h1, h2, h3⟩, h4⟩ := hσ
    have h5 : σ y = x := by rw [← h4, h1]
    obtain ⟨k1, k2⟩ := key σ h1 (Or.inr ⟨h4, h5⟩)
    have ux : (Equiv.swap x y * σ) x = x := by simp [h4]
    have uy : (Equiv.swap x y * σ) y = y := by simp [h5]
    generalize Equiv.swap x y * σ = τ at k1 k2 ux uy ⊢
    refine ⟨k1, fun z hz => ?_, fun z hz => ?_⟩
    · rw [k2 z hz.2.1 hz.1]
      exact h2 z hz.2.2
    · by_cases p : z = x
      · rw [p, ux]
      by_cases q : z = y
      · rw [q, uy]
      rw [k2 z p q]
      exact h3 z fun h => hz ⟨q, p, h⟩
  · intro σ hσ
    simp only [diagrams, mem_filter, mem_univ, true_and, mem_erase] at hσ ⊢
    obtain ⟨h1, h2, h3⟩ := hσ
    have h4 : σ x = x := h3 x (by simp)
    have h5 : σ y = y := h3 y (by simp)
    obtain ⟨k1, k2⟩ := key σ h1 (Or.inl ⟨h4, h5⟩)
    have ux : (Equiv.swap x y * σ) x = y := by simp [h4]
    have uy : (Equiv.swap x y * σ) y = x := by simp [h5]
    generalize Equiv.swap x y * σ = τ at k1 k2 ux uy ⊢
    refine ⟨⟨k1, fun z hz => ?_, fun z hz => ?_⟩, ux⟩
    · by_cases p : z = x
      · rw [p, ux]
        exact hxy.symm
      by_cases q : z = y
      · rw [q, uy]
        exact hxy
      rw [k2 z p q]
      exact h2 z ⟨q, p, hz⟩
    · rw [k2 z (fun e => hz (by rw [e]; exact hx)) (fun e => hz (by rw [e]; exact hy))]
      exact h3 z fun h => hz h.2.2
```

Each leg $x\in S$ has exactly one partner, so

$$D(S)=\sum_{y}D(S\setminus\{x,y\}),$$

where $y$ runs over the legs in $S$ that belong to other vertices. The partner does lie in $S$: otherwise $\sigma$ would fix $\sigma(x)$, and injectivity would give $\sigma(x)=x$, which is forbidden.

```lean
/-- Diagrams on `S` are counted by summing over the possible partners of one leg in `S`. -/
theorem card_diagrams_step (hx : x ∈ S) : (diagrams S).card =
    ∑ y ∈ S.filter (fun y => y.1 ≠ x.1), (diagrams ((S.erase x).erase y)).card := by
  rw [card_eq_sum_card_fiberwise (f := fun σ : Equiv.Perm (ι × Bool) => σ x)
    (t := S.filter fun y => y.1 ≠ x.1)]
  · exact sum_congr rfl fun y hy =>
      card_contract hx (mem_filter.1 hy).1 (mem_filter.1 hy).2.symm
  · intro σ hσ
    obtain ⟨_, h2, h3⟩ := (mem_filter.1 (mem_coe.1 hσ)).2
    refine mem_coe.2 (mem_filter.2 ⟨?_, h2 x hx⟩)
    by_contra hn
    exact h2 x hx (congrArg Prod.fst (σ.injective (h3 _ hn)))
```

## Closed diagrams and an open line

Removing a contraction leaves vertices with a single free leg, so the induction needs two statements for every set $T$ of $m$ complete vertices:

- $D(\text{legs of }T)=c_m$.
- If $y$ is one extra leg of a vertex outside $T$, then the sum of $D\big((\text{legs of }T)\cup\{y\}\setminus\{z\}\big)$ over all legs $z$ of $T$ is $c_{m+1}$.

For $m=0$ these read $1=c_0$ and $0=c_1$. Assume both for $m$.

First, take $m$ complete vertices and two free legs $x,y$ of different outside vertices, the ends of an open line. If $x$ joins $y$, the line closes and $c_m$ diagrams remain. If $x$ joins a complete vertex, the second statement counts $c_{m+1}$ possibilities. The total is $c_m+c_{m+1}$, which is `Q`.

Next, take $m+1$ complete vertices and contract one leg $x$ of a vertex $v$. Its partner $z$ runs over the legs of the other $m$ vertices, while the second leg of $v$ stays free. The second statement, with that leg as $y$, gives $c_{m+1}$.

Finally, add an extra leg $y$ to $m+1$ complete vertices. Removing any of their $2(m+1)$ legs leaves $m$ complete vertices and two free ends, so by `Q` the sum is

$$2(m+1)(c_{m+1}+c_m)=c_{m+2}.$$

The auxiliary fact `el` says that deleting one leg of a complete vertex leaves its other leg.

```lean
/-- Diagrams on `m` complete vertices number `loopCount m`. With one extra leg of another vertex,
removing each leg of the `m` vertices in turn gives `loopCount (m + 1)` diagrams in total. -/
theorem card_closed_and_open (m : ℕ) :
    (∀ T : Finset ι, T.card = m → (diagrams (legs T)).card = loopCount m) ∧
    ∀ (T : Finset ι) (y : ι × Bool), T.card = m → y.1 ∉ T →
      ∑ z ∈ legs T, (diagrams ((insert y (legs T)).erase z)).card = loopCount (m + 1) := by
  have ml : ∀ (T : Finset ι) (z : ι × Bool), z ∈ legs T ↔ z.1 ∈ T := by simp [legs]
  have el : ∀ (T : Finset ι) (z : ι × Bool), z.1 ∈ T →
      (legs T).erase z = insert (z.1, !z.2) (legs (T.erase z.1)) := by
    rintro T ⟨u, r⟩ hu
    have hu' : u ∈ T := hu
    ext ⟨w, s⟩
    by_cases e : w = u
    · subst e
      cases r <;> cases s <;> simp [ml, hu']
    · simp [ml, e]
  induction m with
  | zero =>
    refine ⟨fun T hT => ?_, fun T y hT _ => by simp [card_eq_zero.1 hT, legs, loopCount]⟩
    rw [show legs T = ∅ by simp [legs, card_eq_zero.1 hT]]
    exact card_eq_one.2 ⟨1, eq_singleton_iff_unique_mem.2 ⟨by simp [diagrams],
      fun σ h => Equiv.ext fun x => (mem_filter.1 h).2.2.2 x (by simp)⟩⟩
  | succ m ih =>
    obtain ⟨ihP, ihH⟩ := ih
    -- an open line with free ends x and y either closes or absorbs another vertex
    have Q : ∀ (T : Finset ι) (x y : ι × Bool), T.card = m → x.1 ∉ T → y.1 ∉ T → x.1 ≠ y.1 →
        (diagrams (insert x (insert y (legs T)))).card = loopCount m + loopCount (m + 1) := by
      intro T x y hT hx hy hxy
      have hyS : y ∉ legs T := fun e => hy ((ml T y).1 e)
      have hxS : x ∉ insert y (legs T) := by
        rw [mem_insert, ml]
        rintro (e | e)
        exacts [hxy (congrArg Prod.fst e), hx e]
      have hf : (insert x (insert y (legs T))).filter (fun z => z.1 ≠ x.1) =
          insert y (legs T) := by
        ext z
        simp only [mem_filter, mem_insert, ml]
        constructor
        · rintro ⟨e | h, hz⟩
          exacts [absurd (congrArg Prod.fst e) hz, h]
        · intro h
          refine ⟨Or.inr h, fun e => ?_⟩
          rcases h with h | h
          exacts [hxy (e.symm.trans (congrArg Prod.fst h)), hx (by rw [← e]; exact h)]
      rw [card_diagrams_step (mem_insert_self x _), hf, erase_insert hxS, sum_insert hyS,
        erase_insert hyS, ihP T hT, ihH T y hT hy]
    refine ⟨fun T hT => ?_, fun T y hT hy => ?_⟩
    · obtain ⟨v, hv⟩ := card_pos.1 (by omega : 0 < T.card)
      obtain ⟨x, hx⟩ : ∃ x : ι × Bool, x.1 ∈ T := ⟨(v, false), hv⟩
      have hf : (legs T).filter (fun z => z.1 ≠ x.1) = legs (T.erase x.1) := by
        ext z
        simp only [mem_filter, ml, mem_erase]
        exact and_comm
      rw [card_diagrams_step ((ml T x).2 hx), hf, el T x hx]
      exact ihH _ (x.1, !x.2) (by simp [card_erase_of_mem hx, hT]) (by simp)
    · have hs : ∀ z ∈ legs T, (diagrams ((insert y (legs T)).erase z)).card =
          loopCount m + loopCount (m + 1) := by
        intro z hz
        have hz' := (ml T z).1 hz
        have hyz : y.1 ≠ z.1 := fun e => hy (by rw [e]; exact hz')
        rw [erase_insert_of_ne (fun e => hyz (congrArg Prod.fst e)), el T z hz']
        exact Q _ y (z.1, !z.2) (by simp [card_erase_of_mem hz', hT])
          (fun h => hy (mem_of_mem_erase h)) (by simp) hyz
      rw [sum_congr rfl hs, sum_const, smul_eq_mul,
        show (legs T).card = (m + 1) * 2 by simp [legs, hT]]
      change _ = 2 * (m + 1) * (loopCount (m + 1) + loopCount m)
      ring

end Diagrams
```

## Moments equal diagram counts

Both sequences start with 1 and 0 and obey the same recurrence, so two-step induction identifies them. In the statement, `Fin n` labels the $n$ vertices, `univ` is the set of all their legs, and the natural number of diagrams is read as an element of `K`. The agreement rests on the recurrence for this particular vertex; Wick's theorem for arbitrary operator products is neither assumed nor derived.

```lean
/-- The vacuum moment of `n` vertices is the number of complete pairings
of `n` two-leg vertices without self-contraction. -/
theorem vacuum_moment_eq_card_diagrams {K A : Type*} [CommRing K] [Ring A] [Algebra K A]
    {a b : A} {ω : A →ₗ[K] K} (h : IsVacuum a b ω) (n : ℕ) :
    ω (vertex a b ^ n) = ((diagrams (univ : Finset (Fin n × Bool))).card : K) := by
  have hc := (card_closed_and_open (ι := Fin n) n).1 univ (by simp)
  rw [legs, univ_product_univ] at hc
  rw [hc]
  clear hc
  obtain ⟨h0, h1, hr⟩ := vacuum_recurrence h
  -- both sequences have the same initial values and recurrence
  induction n using Nat.twoStepInduction with
  | zero => rw [h0]; simp [loopCount]
  | one => rw [h1]; simp [loopCount]
  | more n i0 i1 =>
    rw [hr, i0, i1]
    simp [loopCount]
```

## A model on polynomials

Let $a$ be differentiation and $b$ multiplication by $X$ on rational polynomials, and let $\omega(T)$ be the constant coefficient of $T1$, where $T$ is now a linear operator. The product rule gives $ab-ba=1$. Differentiation annihilates 1, and a multiple of $X$ has no constant term, so all the vacuum rules hold.

```lean
/-- Differentiation and multiplication by `X` on rational polynomials, with the constant
coefficient of an operator applied to 1, satisfy the vacuum rules. -/
theorem isVacuum_witness :
    IsVacuum (K := ℚ) (A := Module.End ℚ ℚ[X]) Polynomial.derivative
      (LinearMap.mulLeft ℚ Polynomial.X)
      (Polynomial.lcoeff ℚ 0 ∘ₗ LinearMap.applyₗ (1 : ℚ[X])) where
  ccr := LinearMap.ext fun p => by simp [Polynomial.derivative_mul]
  norm_one := by simp
  annihilate x := by simp
  create x := by simp

end WickDiagramCounting
```

```lean
#print axioms WickDiagramCounting.vertex_normal_ordered
#print axioms WickDiagramCounting.vacuum_moment_eq_card_diagrams
```

```
'WickDiagramCounting.vertex_normal_ordered' depends on axioms: [propext]
'WickDiagramCounting.vacuum_moment_eq_card_diagrams' depends on axioms: [propext, Classical.choice, Quot.sound]
```
